# Real polynomials of type A1u under Oh are multiples of xyz(x² − y²)(y² − z²)(z² − x²)

Let the octahedral group Oh act about the origin, with its fourfold axes along the $x$, $y$ and $z$ axes. A real polynomial in $x,y,z$ is then of type A1u exactly when it is the product of
$$P = xyz\,(x^2-y^2)(y^2-z^2)(z^2-x^2)$$
and a polynomial that Oh leaves unchanged. A nonzero A1u polynomial therefore has degree at least nine, and those of degree nine are the nonzero real multiples of $P$.

## Pseudoscalars at an octahedral site

Place the origin at a site of Oh symmetry, with the axes along the fourfold axes. The 48 operations then permute the coordinates and change some of their signs. A function of type A1u is a pseudoscalar: proper rotations leave it unchanged, while inversion, reflections and the other improper operations reverse its sign. The factor is $+1$ or $-1$, which is the determinant of the operation.

For one-electron basis sets, this means that Cartesian Gaussians centred on the site, with polynomial factors of degree at most eight, contain no nonzero A1u combination. The theorems concern the polynomial factor alone; the step to an orbital uses the invariance of the radial factor under Oh.

## The transformation law and the three results

Write a point as $x=(x_0,x_1,x_2)$, so that the coordinates called $x,y,z$ above carry the indices 0, 1, 2, as in Lean. An operation $R$ is given by a permutation $\sigma$ and signs $s_i=\pm1$:
$$(Rx)_i=s_i\,x_{\sigma(i)}.$$

In the file, `Poly` is the type of real polynomials in three variables, and `signedPerm σ s` is the matrix $R$. The type `ℤˣ` of the signs contains just $1$ and $-1$. The condition `IsA1u f` says that $f(Rx)=\det(R)\,f(x)$ for all $\sigma$, $s$ and $x$; `IsA1g g` says that $g(Rx)=g(x)$. The usual action on functions has $R^{-1}$ in place of $R$, which gives the same conditions because the set of operations is closed under inverses and $\det R=\pm1$. The zero polynomial satisfies both. The name `mirrorProduct` stands for $P$.

The main results are:

- `isA1u_iff`: $f$ is A1u if and only if $f=Pg$ for some A1g polynomial $g$.
- `IsA1u.nine_le_totalDegree`: a nonzero A1u polynomial has total degree at least nine.
- `IsA1u.eq_const_mul`: an A1u polynomial of degree at most nine is $cP$ with $c$ real, where $c=0$ is allowed.

They apply to polynomials with real coefficients, not to arbitrary functions on space.

## Nine mirror planes force nine factors

**Zeros.** Let $f$ be A1u and $i\neq j$. Changing the sign of $x_i$ has determinant $-1$ and fixes every point with $x_i=0$. For $u=\pm1$, exchanging $x_i$ and $x_j$ and multiplying both by $u$ has determinant $-u^2=-1$. It fixes every point with $x_i=u x_j$, since then $(Rx)_i=u x_j=x_i$ and $(Rx)_j=u x_i=x_j$. At a fixed point $f(x)=f(Rx)=-f(x)$, so $f(x)=0$. Hence $f$ vanishes on the nine planes $x_i=c\,x_j$ with $c\in\{0,1,-1\}$.

**Factors.** Fix one plane and let $L=x_i-c\,x_j$. For a polynomial $p$, let $\bar p$ be the result of replacing $x_i$ by $c\,x_j$. Then $L$ divides $p-\bar p$, because it divides $x_i^n-(c\,x_j)^n$ for every $n$. Suppose that $f=Qg$, where $Q$ is nonzero somewhere on the plane. Since $f$ vanishes there, $\bar Q\bar g=\bar f=0$. But $\bar Q\neq0$, and a product of nonzero real polynomials is nonzero, so $\bar g=0$. Thus $L$ divides $g$, and $QL$ divides $f$.

Start with $Q=1$ and take the planes in turn. Each contains a point that lies on none of the earlier ones; for the last, $x_2=-x_0$, the point $(1,2,-1)$ will do. The product of the nine linear forms is
$$x_0x_1x_2(x_0^2-x_1^2)(x_1^2-x_2^2)(x_2^2-x_0^2)=P,$$
so $P$ divides $f$.

## The quotient is invariant

Let $M(x)$ be the $3\times3$ matrix with rows $(x_i,x_i^3,x_i^5)$. Taking $x_i$ out of each row leaves a Vandermonde determinant in the squares, and $\det M(x)=P(x)$. Odd powers preserve signs, so $M(Rx)=R\,M(x)$, and therefore $P(Rx)=\det(R)\,P(x)$.

If $f=Pg$ is A1u, then
$$\det(R)\,P(x)\,g(Rx)=\det(R)\,P(x)\,g(x).$$
Cancel $\det R$, and then cancel $P$ as a nonzero polynomial, which also settles the points where $P(x)=0$. This gives $g(Rx)=g(x)$. Conversely, if $g$ is invariant, multiplying the two transformation laws shows that $Pg$ is A1u.

Finally, $P$ is homogeneous of degree nine, so $\deg f=9+\deg g$ for $f\neq0$. This gives the lower bound, and degree nine leaves only a constant $g$.

## The Lean file

```lean
import Mathlib

open scoped Matrix
open MvPolynomial (X C eval aeval)

namespace OhPseudoscalar

/-- Real polynomials in the three Cartesian coordinates. -/
abbrev Poly := MvPolynomial (Fin 3) ℝ

/-- The signed permutation matrix that permutes the coordinates by `σ` and then multiplies
them by the signs `s`. -/
noncomputable def signedPerm (σ : Equiv.Perm (Fin 3)) (s : Fin 3 → ℤˣ) :
    Matrix (Fin 3) (Fin 3) ℝ :=
  Matrix.diagonal (fun i => ((s i : ℤ) : ℝ)) * σ.permMatrix ℝ

/-- A polynomial is of type A1u if every signed permutation matrix `R` multiplies it
by `det R`. -/
def IsA1u (f : Poly) : Prop :=
  ∀ σ s x, eval (signedPerm σ s *ᵥ x) f = (signedPerm σ s).det * eval x f

/-- A polynomial is of type A1g if every signed permutation matrix leaves it unchanged. -/
def IsA1g (g : Poly) : Prop :=
  ∀ σ s x, eval (signedPerm σ s *ᵥ x) g = eval x g

/-- The polynomial `xyz(x² - y²)(y² - z²)(z² - x²)`. -/
noncomputable def mirrorProduct : Poly :=
  X 0 * X 1 * X 2 * (X 0 ^ 2 - X 1 ^ 2) * (X 1 ^ 2 - X 2 ^ 2) * (X 2 ^ 2 - X 0 ^ 2)

/-- A signed permutation matrix sends `x` to the vector with components `s i * x (σ i)`. -/
theorem signedPerm_mulVec (σ : Equiv.Perm (Fin 3)) (s : Fin 3 → ℤˣ) (x : Fin 3 → ℝ) :
    signedPerm σ s *ᵥ x = fun i => ((s i : ℤ) : ℝ) * x (σ i) := by
  ext i
  simp only [signedPerm, ← Matrix.mulVec_mulVec, Matrix.mulVec_diagonal,
    Matrix.permMatrix_mulVec, Function.comp_apply]

/-- The determinant of a signed permutation matrix is the product of its signs times the
sign of the permutation. -/
theorem det_signedPerm (σ : Equiv.Perm (Fin 3)) (s : Fin 3 → ℤˣ) :
    (signedPerm σ s).det = ((((∏ i, s i) * Equiv.Perm.sign σ : ℤˣ) : ℤ) : ℝ) := by
  simp [signedPerm, Matrix.det_mul, Matrix.det_diagonal, Matrix.det_permutation,
    Units.coe_prod]

/-- Evaluating a polynomial after a substitution is evaluating it at the substituted point. -/
theorem eval_subst (u : Fin 3 → Poly) (g : Poly) (x : Fin 3 → ℝ) :
    eval x (aeval u g) = eval (fun k => eval x (u k)) g := by
  induction g using MvPolynomial.induction_on with
  | C a => simp
  | add p q hp hq => simp only [map_add, hp, hq]
  | mul_X p k hp => simp only [map_mul, hp, MvPolynomial.aeval_X, MvPolynomial.eval_X]

/-- An A1u polynomial vanishes on each of the nine mirror planes `x_i = c x_j`, where
`i ≠ j` and `c` is `0`, `1` or `-1`. -/
theorem IsA1u.eq_zero_on_mirror {f : Poly} (hf : IsA1u f) {i j : Fin 3} (hij : i ≠ j)
    {c : ℝ} (hc : c = 0 ∨ c = 1 ∨ c = -1) {x : Fin 3 → ℝ} (h : x i = c * x j) :
    eval x f = 0 := by
  -- a point fixed by an operation of determinant -1 is a zero of f
  have key : ∀ (σ : Equiv.Perm (Fin 3)) (s : Fin 3 → ℤˣ),
      (∏ k, s k) * Equiv.Perm.sign σ = -1 →
      (∀ k, ((s k : ℤ) : ℝ) * x (σ k) = x k) → eval x f = 0 := by
    intro σ s hd hx
    have e : (fun k => ((s k : ℤ) : ℝ) * x (σ k)) = x := funext hx
    have h1 := hf σ s x
    rw [det_signedPerm, hd, signedPerm_mulVec, e] at h1
    push_cast at h1
    linarith
  have diag : ∀ u : ℤˣ, x i = ((u : ℤ) : ℝ) * x j → eval x f = 0 := by
    intro u hu
    have hp : ∀ (a b : Fin 3) (w : ℤˣ), a ≠ b →
        (∏ k : Fin 3, if k = a ∨ k = b then w else 1) = 1 := by decide
    refine key (Equiv.swap i j) (fun k => if k = i ∨ k = j then u else 1) ?_ ?_
    · rw [hp i j u hij, Equiv.Perm.sign_swap hij, one_mul]
    · intro k
      rcases Int.units_eq_one_or u with rfl | rfl <;>
      · by_cases hki : k = i
        · simp [hki, hu]
        · by_cases hkj : k = j
          · simp [hkj, hu]
          · simp [hki, hkj, Equiv.swap_apply_of_ne_of_ne hki hkj]
  rcases hc with rfl | rfl | rfl
  · have hp : ∀ a : Fin 3, (∏ k : Fin 3, if k = a then (-1 : ℤˣ) else 1) = -1 := by decide
    refine key 1 (fun k => if k = i then -1 else 1) ?_ ?_
    · rw [hp i, map_one, mul_one]
    · intro k
      by_cases hki : k = i
      · simp [hki, h]
      · simp [hki]
  · exact diag 1 (by simpa using h)
  · exact diag (-1) (by simpa using h)

/-- If `f` vanishes on the plane `x_i = c x_j` with `i ≠ j`, and a divisor `Q` of `f` is nonzero
at some point of that plane, then `Q` times the linear form `x_i - c x_j` still divides `f`. -/
theorem mul_mirror_dvd {f Q : Poly} {i j : Fin 3} (hij : i ≠ j) {c : ℝ}
    (hf : ∀ x : Fin 3 → ℝ, x i = c * x j → eval x f = 0) {v : Fin 3 → ℝ}
    (hv : v i = c * v j) (hQ : eval v Q ≠ 0) (hQf : Q ∣ f) :
    Q * (X i - C c * X j) ∣ f := by
  obtain ⟨g, rfl⟩ := hQf
  -- restriction to the plane: replace x_i by c x_j
  let u : Fin 3 → Poly := fun k => if k = i then C c * X j else X k
  have hdiv : ∀ p : Poly, X i - C c * X j ∣ p - aeval u p := by
    intro p
    induction p using MvPolynomial.induction_on with
    | C a => simp [MvPolynomial.algebraMap_eq]
    | add p q hp hq =>
      rw [map_add, add_sub_add_comm]
      exact dvd_add hp hq
    | mul_X p k hp =>
      have hk : X i - C c * X j ∣ X k - u k := by
        by_cases h : k = i <;> simp [u, h]
      have e : p * X k - aeval u (p * X k)
          = (p - aeval u p) * X k + aeval u p * (X k - u k) := by
        rw [map_mul, MvPolynomial.aeval_X]
        ring
      rw [e]
      exact dvd_add (hp.mul_right _) (hk.mul_left _)
  have hzero : aeval u (Q * g) = 0 := by
    apply MvPolynomial.funext
    intro x
    rw [eval_subst, map_zero]
    apply hf
    simp [u, hij.symm]
  have hQ0 : aeval u Q ≠ 0 := by
    intro h
    have hx : (fun k => eval v (u k)) = v := by
      ext k
      by_cases hk : k = i <;> simp [u, hk, hv]
    have e := eval_subst u Q v
    rw [h, map_zero, hx] at e
    exact hQ e.symm
  -- the polynomial ring has no zero divisors, so g vanishes on the plane
  rw [map_mul] at hzero
  have hg := hdiv g
  rw [(mul_eq_zero.mp hzero).resolve_left hQ0, sub_zero] at hg
  exact mul_dvd_mul_left Q hg

/-- Every A1u polynomial is divisible by `xyz(x² - y²)(y² - z²)(z² - x²)`. -/
theorem IsA1u.mirrorProduct_dvd {f : Poly} (hf : IsA1u f) : mirrorProduct ∣ f := by
  have step : ∀ {Q : Poly}, Q ∣ f → ∀ (i j : Fin 3) (c : ℝ) (v : Fin 3 → ℝ), i ≠ j →
      (c = 0 ∨ c = 1 ∨ c = -1) → v i = c * v j → eval v Q ≠ 0 →
      Q * (X i - C c * X j) ∣ f :=
    fun hQf _ _ _ _ hij hc hv hQ =>
      mul_mirror_dvd hij (fun _ hx => hf.eq_zero_on_mirror hij hc hx) hv hQ hQf
  -- split off the nine planes, each with a point that avoids the earlier ones
  have at2 : ∀ a b c : ℝ, (![a, b, c] : Fin 3 → ℝ) (2 : Fin 3) = c := fun _ _ _ => rfl
  have h1 := step (one_dvd f) 0 1 0 ![0, 1, 2] (by decide) (by norm_num)
    (by norm_num) (by norm_num)
  have h2 := step h1 1 2 0 ![1, 0, 2] (by decide) (by norm_num)
    (by norm_num) (by norm_num)
  have h3 := step h2 2 0 0 ![1, 2, 0] (by decide) (by norm_num)
    (by norm_num [at2]) (by norm_num [at2])
  have h4 := step h3 0 1 1 ![1, 1, 2] (by decide) (by norm_num)
    (by norm_num [at2]) (by norm_num [at2])
  have h5 := step h4 0 1 (-1) ![1, -1, 2] (by decide) (by norm_num)
    (by norm_num [at2]) (by norm_num [at2])
  have h6 := step h5 1 2 1 ![1, 2, 2] (by decide) (by norm_num)
    (by norm_num [at2]) (by norm_num [at2])
  have h7 := step h6 1 2 (-1) ![1, 2, -2] (by decide) (by norm_num)
    (by norm_num [at2]) (by norm_num [at2])
  have h8 := step h7 2 0 1 ![1, 2, 1] (by decide) (by norm_num)
    (by norm_num [at2]) (by norm_num [at2])
  have h9 := step h8 2 0 (-1) ![1, 2, -1] (by decide) (by norm_num)
    (by norm_num [at2]) (by norm_num [at2])
  refine Dvd.dvd.trans (dvd_of_eq ?_) h9
  simp only [mirrorProduct, map_zero, map_one, map_neg]
  ring

/-- The polynomial `xyz(x² - y²)(y² - z²)(z² - x²)` is itself of type A1u. -/
theorem isA1u_mirrorProduct : IsA1u mirrorProduct := by
  intro σ s x
  -- the product is the determinant with rows (x_i, x_i³, x_i⁵)
  let M : (Fin 3 → ℝ) → Matrix (Fin 3) (Fin 3) ℝ :=
    fun y => Matrix.of fun i k => y i ^ (2 * (k : ℕ) + 1)
  have hM : ∀ y, eval y mirrorProduct = (M y).det := by
    intro y
    simp [mirrorProduct, M, Matrix.det_fin_three]
    ring
  have hR : M (signedPerm σ s *ᵥ x) = signedPerm σ s * M x := by
    ext i k
    change (signedPerm σ s *ᵥ x) i ^ (2 * (k : ℕ) + 1)
      = (signedPerm σ s *ᵥ fun j => x j ^ (2 * (k : ℕ) + 1)) i
    have hs : ((s i : ℤ) : ℝ) ^ (2 * (k : ℕ) + 1) = ((s i : ℤ) : ℝ) := by
      rcases Int.units_eq_one_or (s i) with h | h <;>
      · rw [h, pow_succ, pow_mul]
        simp
    simp only [signedPerm_mulVec, mul_pow, hs]
  rw [hM, hM, hR, Matrix.det_mul]

/-- The polynomial `xyz(x² - y²)(y² - z²)(z² - x²)` is not zero. -/
theorem mirrorProduct_ne_zero : mirrorProduct ≠ 0 := by
  intro h
  have at2 : (![1, 2, 3] : Fin 3 → ℝ) (2 : Fin 3) = 3 := rfl
  have h1 : eval (![1, 2, 3] : Fin 3 → ℝ) mirrorProduct = 0 := by rw [h, map_zero]
  norm_num [mirrorProduct, at2] at h1

/-- The A1u polynomials are exactly the products of `xyz(x² - y²)(y² - z²)(z² - x²)` with an
A1g polynomial. -/
theorem isA1u_iff (f : Poly) : IsA1u f ↔ ∃ g, IsA1g g ∧ f = mirrorProduct * g := by
  constructor
  · intro hf
    obtain ⟨g, rfl⟩ := hf.mirrorProduct_dvd
    refine ⟨g, fun σ s x => ?_, rfl⟩
    let u : Fin 3 → Poly := fun i => C ((s i : ℤ) : ℝ) * X (σ i)
    have hu : ∀ y, eval y (aeval u g) = eval (signedPerm σ s *ᵥ y) g := by
      intro y
      rw [eval_subst, signedPerm_mulVec]
      simp [u]
    have hdet : (signedPerm σ s).det ≠ 0 := by
      rw [det_signedPerm]
      exact Int.cast_ne_zero.mpr (Units.ne_zero _)
    -- cancel the determinant at each point, then the common factor as a polynomial
    have hmul : mirrorProduct * aeval u g = mirrorProduct * g := by
      apply MvPolynomial.funext
      intro y
      have h := hf σ s y
      rw [map_mul, map_mul, isA1u_mirrorProduct σ s y] at h
      rw [map_mul, map_mul, hu]
      apply mul_left_cancel₀ hdet
      linear_combination h
    rw [← hu, mul_left_cancel₀ mirrorProduct_ne_zero hmul]
  · rintro ⟨g, hg, rfl⟩ σ s x
    rw [map_mul, map_mul, isA1u_mirrorProduct σ s x, hg σ s x, mul_assoc]

/-- The polynomial `xyz(x² - y²)(y² - z²)(z² - x²)` has degree nine. -/
theorem totalDegree_mirrorProduct : mirrorProduct.totalDegree = 9 := by
  have hX : ∀ i : Fin 3, (X i : Poly).IsHomogeneous 1 :=
    fun i => MvPolynomial.isHomogeneous_X ℝ i
  have hd : ∀ i j : Fin 3, (X i ^ 2 - X j ^ 2 : Poly).IsHomogeneous 2 :=
    fun i j => ((hX i).pow 2).sub ((hX j).pow 2)
  have h : mirrorProduct.IsHomogeneous 9 :=
    (((((hX 0).mul (hX 1)).mul (hX 2)).mul (hd 0 1)).mul (hd 1 2)).mul (hd 2 0)
  exact h.totalDegree mirrorProduct_ne_zero

/-- A nonzero A1u polynomial has degree at least nine. -/
theorem IsA1u.nine_le_totalDegree {f : Poly} (hf : IsA1u f) (h0 : f ≠ 0) :
    9 ≤ f.totalDegree := by
  obtain ⟨g, rfl⟩ := hf.mirrorProduct_dvd
  rw [MvPolynomial.totalDegree_mul_of_isDomain mirrorProduct_ne_zero (right_ne_zero_of_mul h0),
    totalDegree_mirrorProduct]
  omega

/-- An A1u polynomial of degree at most nine is a real multiple of
`xyz(x² - y²)(y² - z²)(z² - x²)`. -/
theorem IsA1u.eq_const_mul {f : Poly} (hf : IsA1u f) (hd : f.totalDegree ≤ 9) :
    ∃ c : ℝ, f = C c * mirrorProduct := by
  obtain ⟨g, rfl⟩ := hf.mirrorProduct_dvd
  by_cases hg : g = 0
  · exact ⟨0, by simp [hg]⟩
  · rw [MvPolynomial.totalDegree_mul_of_isDomain mirrorProduct_ne_zero hg,
      totalDegree_mirrorProduct] at hd
    have h0 : g.totalDegree = 0 := by omega
    refine ⟨g.coeff 0, ?_⟩
    rw [← MvPolynomial.totalDegree_eq_zero_iff_eq_C.mp h0, mul_comm]

end OhPseudoscalar
```

```lean
#print axioms OhPseudoscalar.isA1u_iff
-- 'OhPseudoscalar.isA1u_iff' depends on axioms: [propext, Classical.choice, Quot.sound]
#print axioms OhPseudoscalar.IsA1u.nine_le_totalDegree
-- 'OhPseudoscalar.IsA1u.nine_le_totalDegree' depends on axioms: [propext, Classical.choice, Quot.sound]
#print axioms OhPseudoscalar.IsA1u.eq_const_mul
-- 'OhPseudoscalar.IsA1u.eq_const_mul' depends on axioms: [propext, Classical.choice, Quot.sound]
```

## From reflections to divisibility in Lean

`signedPerm_mulVec` and `det_signedPerm` give the action and determinant of $R$ in terms of $\sigma$ and $s$. In `IsA1u.eq_zero_on_mirror`, the local claim `key` is the fixed-point argument, with `linarith` concluding from $f(x)=-f(x)$. The claim `diag` supplies the exchange reflections for both values of $u$.

`mul_mirror_dvd` splits off one factor. The bar is `aeval u`, and `eval_subst` identifies its values with those of the original polynomial at the substituted point. The divisibility of $p-\bar p$ is proved by induction on $p$, using
$$p\,x_k-\bar p\,\bar x_k=(p-\bar p)\,x_k+\bar p\,(x_k-\bar x_k).$$
`IsA1u.mirrorProduct_dvd` applies this lemma nine times, as `h1` to `h9`, each with an explicit point; `ring` then identifies the product with $P$.

`isA1u_mirrorProduct` is the determinant argument, with columns $k=0,1,2$ holding the powers $2k+1$. In `isA1u_iff`, `mul_left_cancel₀` is used twice: for $\det R$ at each point, and for $P$ in the polynomial ring. The second use needs `mirrorProduct_ne_zero`, which evaluates $P$ at $(1,2,3)$. `totalDegree_mirrorProduct` obtains degree nine from homogeneity, and the last two theorems use the additivity of degrees.
